# A response with positive imaginary part at every real frequency does not make an oscillator with constant imaginary stiffness causal

Some solids, driven in steady oscillation at fixed amplitude, lose nearly the same energy per cycle over a wide range of frequencies. A viscous damping term does not behave like this, because its loss per cycle grows with frequency. A common repair, called hysteretic damping, is to give the spring constant a fixed imaginary part at positive driving frequencies. The model studied here keeps the same constant at every real and complex frequency. With time dependence $e^{-izt}$, natural frequency $w_0$ and loss constant $h>0$, the displacement per unit force, for an oscillator of unit mass, becomes

$$\chi(z)=\frac{1}{w_0^2-z^2-ih}.$$

At positive real frequencies this looks healthy: the imaginary part is positive, as absorption requires, and peaks near resonance. It stays positive at negative frequencies as well. Yet I have been told that the model is not causal, because one of its two poles lies in the upper half plane, where the transform of a causal response that decays in time must be analytic. I would like to see that claim made rigorous and machine-checked, and also to see what goes wrong in time. Does the oscillator really move before it is kicked?

## The constant loss term puts the two poles on opposite sides of the real axis

Yes, if $\chi$ is read as the Fourier transform of an integrable response to the kick. The kernel given below is that response, and it is as large before the kick as after it.

Write $D(z)=w_0^2-z^2-ih$ for the dynamic stiffness, so that $\chi=1/D$. A viscous term would contribute $-i\gamma z$ to $D$, with $\gamma$ the damping rate, and this is odd in $z$. The constant $-ih$ makes $D$ even, so its zeros come in opposite pairs. No zero is real, since $D$ has imaginary part $-h$ at every real frequency. One zero therefore lies above the axis and one below.

**The real axis.** At a real frequency $x$, multiply numerator and denominator by the complex conjugate of $D(x)$:

$$\chi(x)=\frac{w_0^2-x^2+ih}{(w_0^2-x^2)^2+h^2},\qquad \operatorname{Im}\chi(x)=\frac{h}{(w_0^2-x^2)^2+h^2}>0.$$

**The poles.** Put $R=\sqrt{w_0^4+h^2}$ and

$$a=\sqrt{\frac{R+w_0^2}{2}},\qquad b=\sqrt{\frac{R-w_0^2}{2}},\qquad q=-a+ib.$$

Since $h>0$, we have $R>w_0^2$, and so $b>0$. Furthermore $a^2-b^2=w_0^2$ and $ab=\tfrac12\sqrt{R^2-w_0^4}=h/2$. Hence

$$q^2=a^2-b^2-2iab=w_0^2-ih,\qquad D(z)=q^2-z^2=(q-z)(q+z).$$

The zeros are $q$, with imaginary part $b>0$, and $-q$, with imaginary part $-b<0$.

**The singularity at $q$ is genuine.** Suppose that a function $F$ is continuous on the open upper half plane and equals $\chi$ there wherever $D\neq0$. Then $F(z)D(z)=1$ at all points of the upper half plane other than $q$, so the product tends to $1$ as $z\to q$. By continuity it also tends to $F(q)D(q)=0$, which is a contradiction. Since no continuous $F$ exists, no analytic one does either.

**The time domain.** Consider the kernel

$$K(t)=\frac{e^{iq|t|}}{2iq}.$$

Its modulus decays as $e^{-b|t|}$ in both directions, so its Fourier integral converges absolutely. For real $w$, split the integral at $t=0$. In the left half the exponent $i(w-q)t$ has rate with real part $b>0$, and in the right half the exponent $i(q+w)t$ has rate with real part $-b<0$. Therefore

$$\int_{-\infty}^{0}e^{i(w-q)t}\,dt=\frac{1}{i(w-q)}=\frac{i}{q-w},\qquad
\int_{0}^{\infty}e^{i(q+w)t}\,dt=\frac{-1}{i(q+w)}=\frac{i}{q+w}.$$

Adding these and restoring the prefactor gives

$$\int_{-\infty}^{\infty}K(t)e^{iwt}\,dt=\frac{1}{2iq}\cdot\frac{2iq}{q^2-w^2}=\frac{1}{D(w)}=\chi(w).$$

If $\chi$ is applied to a sharp kick at $t=0$ as a multiplier at every real frequency, the displacement is $K(t)$. A causal kernel would vanish for $t<0$, whereas this one satisfies $K(-t)=K(t)\neq0$. The equation of motion $\ddot u+(w_0^2-ih)\,u=\delta(t)$ for the displacement $u$ also has a solution that is zero before the kick and equals $\sin(qt)/q$ after it, but that solution grows as $e^{bt}$, and its Fourier integral diverges at every real frequency.

## What the Lean theorems say about the oscillator

`stiffness w0 h z` is $D(z)$, `response w0 h z` is $\chi(z)$, `upperPole w0 h` is $q$ and `kernel w0 h t` is $K(t)$. The parameters `w0` and `h` are real, and `z` is complex. The only hypothesis on them is `0 < h`; `w0` may be any real number, including zero.

The theorem `absorbing_but_not_causal` has four parts:

- The imaginary part of the response is positive at every real `x`.
- There is exactly one `z` with positive imaginary part at which the stiffness vanishes.
- There is exactly one such `z` with negative imaginary part.
- No function `F` that is continuous on the open upper half plane agrees with the response there wherever the stiffness is nonzero.

The last part leaves `F` free at the zero itself. This matters because Lean assigns the value $0$ to $1/0$, so the formula for `response` has a value at the pole, but one without physical meaning.

The theorem `kernel_fourier` states that $K(t)e^{iwt}$ is integrable over the whole line and that its integral is $\chi(w)$, for every real $w$. This fixes the sign convention: $e^{+iwt}$ in the transform goes with motion as $e^{-iwt}$, and causality then concerns the upper half plane. The theorem `kernel_before_kick` gives the symmetry of the kernel and the fact that it is nonzero.

The word "causal" appears in a theorem name, but causality is not itself a definition in the file. The step from these statements to "no integrable causal kernel has this transform" uses the textbook fact that an integrable function is determined almost everywhere by its Fourier transform, which is not part of the formalisation.

The model is a single linear oscillator, and it keeps the same $-ih$ at negative frequencies. A real force producing a real displacement would require $\chi(-x)$ to be the complex conjugate of $\chi(x)$, which fails here, and $K$ is accordingly complex. The mean power absorbed at frequency $x$ is proportional to $x\operatorname{Im}\chi(x)$, so a positive $\operatorname{Im}\chi(x)$ means absorption only for $x>0$. The variant in which the loss term changes sign with the frequency is a different function and is not treated.

For optical response, the result means that a spectrum broadened by a constant $-ih$ in this one-oscillator denominator can have a positive imaginary part at every real frequency and still lack the analyticity on which the Kramers–Kronig relations rest.

```lean
import Mathlib

open Complex MeasureTheory Filter Topology

namespace HystereticDamping

noncomputable section

/-- Dynamic stiffness of an oscillator with hysteretic (frequency-independent) damping `h`,
at complex frequency `z`. -/
def stiffness (w0 h : ℝ) (z : ℂ) : ℂ := (w0 : ℂ) ^ 2 - z ^ 2 - I * h

/-- Response function of the hysteretically damped oscillator. -/
def response (w0 h : ℝ) (z : ℂ) : ℂ := 1 / stiffness w0 h z

/-- An explicit complex frequency, written with real square roots. -/
def upperPole (w0 h : ℝ) : ℂ :=
  ⟨-Real.sqrt ((Real.sqrt (w0 ^ 4 + h ^ 2) + w0 ^ 2) / 2),
    Real.sqrt ((Real.sqrt (w0 ^ 4 + h ^ 2) - w0 ^ 2) / 2)⟩

/-- A time-domain kernel that depends on time only through `|t|`. -/
def kernel (w0 h t : ℝ) : ℂ :=
  1 / (2 * I * upperPole w0 h) * Complex.exp (I * upperPole w0 h * (|t| : ℝ))

/-- The imaginary part of the response at a real frequency `x`. -/
theorem response_im (w0 h x : ℝ) :
    (response w0 h x).im = h / ((w0 ^ 2 - x ^ 2) ^ 2 + h ^ 2) := by
  have hre : (stiffness w0 h x).re = w0 ^ 2 - x ^ 2 := by simp [stiffness, pow_two]
  have him : (stiffness w0 h x).im = -h := by simp [stiffness, pow_two]
  rw [response, one_div, Complex.inv_im, Complex.normSq_apply, hre, him, neg_neg]
  congr 1
  ring

/-- For positive damping the frequency `upperPole` lies in the open upper half plane. -/
theorem upperPole_im_pos (w0 : ℝ) {h : ℝ} (hh : 0 < h) : 0 < (upperPole w0 h).im := by
  have hr : w0 ^ 2 < Real.sqrt (w0 ^ 4 + h ^ 2) :=
    Real.lt_sqrt_of_sq_lt (by nlinarith [pow_pos hh 2])
  exact Real.sqrt_pos.mpr (by linarith)

/-- The stiffness factorises over the two opposite frequencies `upperPole` and `-upperPole`. -/
theorem stiffness_factor (w0 : ℝ) {h : ℝ} (hh : 0 < h) (z : ℂ) :
    stiffness w0 h z = (upperPole w0 h - z) * (upperPole w0 h + z) := by
  have key : ∀ a b : ℝ, a ^ 2 - b ^ 2 = w0 ^ 2 → a * b = h / 2 →
      (⟨-a, b⟩ : ℂ) ^ 2 = (w0 : ℂ) ^ 2 - I * h := by
    intro a b h1 h2
    apply Complex.ext
    · simp [pow_two]
      linarith
    · simp [pow_two]
      linarith
  have hr : w0 ^ 2 < Real.sqrt (w0 ^ 4 + h ^ 2) :=
    Real.lt_sqrt_of_sq_lt (by nlinarith [pow_pos hh 2])
  have hr2 : Real.sqrt (w0 ^ 4 + h ^ 2) ^ 2 = w0 ^ 4 + h ^ 2 := Real.sq_sqrt (by positivity)
  have hsq : upperPole w0 h ^ 2 = (w0 : ℂ) ^ 2 - I * h := by
    apply key
    · rw [Real.sq_sqrt (by positivity), Real.sq_sqrt (by linarith)]
      ring
    · rw [← Real.sqrt_mul (by positivity), ← Real.sqrt_sq (by positivity : 0 ≤ h / 2)]
      congr 1
      linear_combination hr2 / 4
  unfold stiffness
  linear_combination -hsq

/-- In the open upper half plane the stiffness vanishes at `upperPole` and nowhere else. -/
theorem stiffness_eq_zero_iff (w0 : ℝ) {h : ℝ} (hh : 0 < h) {z : ℂ} (hz : 0 < z.im) :
    stiffness w0 h z = 0 ↔ z = upperPole w0 h := by
  have hq := upperPole_im_pos w0 hh
  rw [stiffness_factor w0 hh]
  constructor
  · intro h0
    rcases mul_eq_zero.mp h0 with h1 | h1
    · exact (sub_eq_zero.mp h1).symm
    · have h2 := congrArg Complex.im h1
      simp only [Complex.add_im, Complex.zero_im] at h2
      linarith
  · rintro rfl
    ring

/-- No continuous function on the open upper half plane agrees with the response
wherever the stiffness is nonzero. -/
theorem no_continuous_extension (w0 : ℝ) {h : ℝ} (hh : 0 < h) :
    ¬ ∃ F : ℂ → ℂ, ContinuousOn F {z | 0 < z.im} ∧
      ∀ z : ℂ, 0 < z.im → stiffness w0 h z ≠ 0 → F z = response w0 h z := by
  rintro ⟨F, hF, hEq⟩
  have hq := upperPole_im_pos w0 hh
  have hU : {z : ℂ | 0 < z.im} ∈ 𝓝 (upperPole w0 h) :=
    (isOpen_lt continuous_const Complex.continuous_im).mem_nhds hq
  have hs : Continuous (stiffness w0 h) := by
    unfold stiffness
    fun_prop
  have h1 : Tendsto (fun z => F z * stiffness w0 h z) (𝓝[≠] (upperPole w0 h))
      (𝓝 (F (upperPole w0 h) * stiffness w0 h (upperPole w0 h))) :=
    ((hF.continuousAt hU).mul hs.continuousAt).tendsto.mono_left nhdsWithin_le_nhds
  -- the product is 1 around the pole, but its limit there is 0
  have h2 : (fun z => F z * stiffness w0 h z) =ᶠ[𝓝[≠] (upperPole w0 h)] fun _ => (1 : ℂ) := by
    filter_upwards [mem_nhdsWithin_of_mem_nhds hU, self_mem_nhdsWithin] with z hz hne
    have hs0 : stiffness w0 h z ≠ 0 := fun h0 => hne ((stiffness_eq_zero_iff w0 hh hz).mp h0)
    rw [hEq z hz hs0, response, one_div, inv_mul_cancel₀ hs0]
  have h3 := tendsto_nhds_unique (h1.congr' h2) tendsto_const_nhds
  rw [(stiffness_eq_zero_iff w0 hh hq).mpr rfl, mul_zero] at h3
  exact zero_ne_one h3

/-- For `h > 0` the response has positive imaginary part at every real frequency, the stiffness has
exactly one zero in the open upper half plane and one in the lower, and the response has no
continuous extension to the open upper half plane. -/
theorem absorbing_but_not_causal (w0 : ℝ) {h : ℝ} (hh : 0 < h) :
    (∀ x : ℝ, 0 < (response w0 h x).im) ∧
    (∃! z : ℂ, 0 < z.im ∧ stiffness w0 h z = 0) ∧
    (∃! z : ℂ, z.im < 0 ∧ stiffness w0 h z = 0) ∧
    ¬ ∃ F : ℂ → ℂ, ContinuousOn F {z | 0 < z.im} ∧
      ∀ z : ℂ, 0 < z.im → stiffness w0 h z ≠ 0 → F z = response w0 h z := by
  have hq := upperPole_im_pos w0 hh
  -- the stiffness is even in the frequency
  have heven : ∀ z, stiffness w0 h (-z) = stiffness w0 h z := fun z => by
    unfold stiffness
    ring
  refine ⟨fun x => ?_, ?_, ?_, no_continuous_extension w0 hh⟩
  · rw [response_im]
    positivity
  · exact ⟨upperPole w0 h, ⟨hq, (stiffness_eq_zero_iff w0 hh hq).mpr rfl⟩,
      fun z hz => (stiffness_eq_zero_iff w0 hh hz.1).mp hz.2⟩
  · refine ⟨-upperPole w0 h, ⟨by rw [Complex.neg_im]; linarith, ?_⟩, fun z hz => ?_⟩
    · rw [heven]
      exact (stiffness_eq_zero_iff w0 hh hq).mpr rfl
    · have hz' : 0 < (-z).im := by
        rw [Complex.neg_im]
        linarith [hz.1]
      rw [← (stiffness_eq_zero_iff w0 hh hz').mp ((heven z).trans hz.2), neg_neg]

/-- The kernel is a time-domain form of the response: its Fourier integral converges absolutely
and equals the response at every real frequency `w`. -/
theorem kernel_fourier (w0 : ℝ) {h : ℝ} (hh : 0 < h) (w : ℝ) :
    Integrable (fun t : ℝ => kernel w0 h t * Complex.exp (I * w * t)) ∧
    ∫ t : ℝ, kernel w0 h t * Complex.exp (I * w * t) = response w0 h w := by
  have hq := upperPole_im_pos w0 hh
  rw [response, stiffness_factor w0 hh]
  unfold kernel
  generalize upperPole w0 h = q at hq ⊢
  have ha : 0 < (I * ((w : ℂ) - q)).re := by simpa using hq
  have hb : (I * (q + (w : ℂ))).re < 0 := by simpa using hq
  -- a single exponential on each side of the kick at time zero
  have eL : Set.EqOn (fun t : ℝ => 1 / (2 * I * q) * Complex.exp (I * ((w : ℂ) - q) * t))
      (fun t : ℝ => 1 / (2 * I * q) * Complex.exp (I * q * (|t| : ℝ)) * Complex.exp (I * w * t))
      (Set.Iic 0) := by
    intro t ht
    dsimp only
    rw [abs_of_nonpos ht, mul_assoc (1 / (2 * I * q)), ← Complex.exp_add]
    congr 2
    push_cast
    ring
  have eR : Set.EqOn (fun t : ℝ => 1 / (2 * I * q) * Complex.exp (I * (q + (w : ℂ)) * t))
      (fun t : ℝ => 1 / (2 * I * q) * Complex.exp (I * q * (|t| : ℝ)) * Complex.exp (I * w * t))
      (Set.Ioi 0) := by
    intro t ht
    dsimp only
    rw [abs_of_pos ht, mul_assoc (1 / (2 * I * q)), ← Complex.exp_add]
    congr 2
    ring
  have iL := IntegrableOn.congr_fun
    (Integrable.const_mul (integrableOn_exp_mul_complex_Iic ha 0) (1 / (2 * I * q)))
    eL measurableSet_Iic
  have iR := IntegrableOn.congr_fun
    (Integrable.const_mul (integrableOn_exp_mul_complex_Ioi hb 0) (1 / (2 * I * q)))
    eR measurableSet_Ioi
  constructor
  · rw [← integrableOn_univ, ← Set.Iic_union_Ioi (a := (0 : ℝ))]
    exact iL.union iR
  · rw [← intervalIntegral.integral_Iic_add_Ioi iL iR,
      ← setIntegral_congr_fun measurableSet_Iic eL, ← setIntegral_congr_fun measurableSet_Ioi eR,
      integral_const_mul, integral_const_mul, integral_exp_mul_complex_Iic ha,
      integral_exp_mul_complex_Ioi hb]
    simp only [Complex.ofReal_zero, mul_zero, Complex.exp_zero]
    have hI := Complex.I_ne_zero
    have q0 : q ≠ 0 := by
      rintro rfl
      simp at hq
    have n1 : (w : ℂ) - q ≠ 0 := fun h0 => by simp [h0] at ha
    have n2 : q + (w : ℂ) ≠ 0 := fun h0 => by simp [h0] at hb
    have n3 : q - (w : ℂ) ≠ 0 := fun h0 => n1 (by linear_combination -h0)
    have e1 : 1 / (I * ((w : ℂ) - q)) = I / (q - w) := by
      rw [div_eq_div_iff (mul_ne_zero hI n1) n3]
      linear_combination -((w : ℂ) - q) * Complex.I_sq
    have e2 : -1 / (I * (q + (w : ℂ))) = I / (q + w) := by
      rw [div_eq_div_iff (mul_ne_zero hI n2) n2]
      linear_combination -(q + (w : ℂ)) * Complex.I_sq
    rw [e1, e2]
    field_simp
    all_goals ring

/-- The kernel takes the same value at the times `-t` and `t`, and this value is nonzero. -/
theorem kernel_before_kick (w0 : ℝ) {h : ℝ} (hh : 0 < h) (t : ℝ) :
    kernel w0 h (-t) = kernel w0 h t ∧ kernel w0 h (-t) ≠ 0 := by
  have q0 : upperPole w0 h ≠ 0 := fun h0 => by
    have hq := upperPole_im_pos w0 hh
    simp [h0] at hq
  constructor
  · simp only [kernel, abs_neg]
  · exact mul_ne_zero (one_div_ne_zero (mul_ne_zero (mul_ne_zero two_ne_zero Complex.I_ne_zero) q0))
      (Complex.exp_ne_zero _)

end

end HystereticDamping
```

```lean
#print axioms HystereticDamping.absorbing_but_not_causal
#print axioms HystereticDamping.kernel_fourier
#print axioms HystereticDamping.kernel_before_kick
```

```
'HystereticDamping.absorbing_but_not_causal' depends on axioms: [propext, Classical.choice, Quot.sound]
'HystereticDamping.kernel_fourier' depends on axioms: [propext, Classical.choice, Quot.sound]
'HystereticDamping.kernel_before_kick' depends on axioms: [propext, Classical.choice, Quot.sound]
```

## How the Lean proof follows the calculation

`response_im` computes the real and imaginary parts of the stiffness at a real frequency and inserts them into the formula for the imaginary part of an inverse. This is the multiplication by the complex conjugate.

`upperPole_im_pos` proves $w_0^2<R$ by comparing squares, and from this $b>0$.

`stiffness_factor` contains the square-root algebra. Its inner statement `key` says that any real $a,b$ with $a^2-b^2=w_0^2$ and $ab=h/2$ give $(-a+ib)^2=w_0^2-ih$; it is checked separately on real and imaginary parts. The two conditions are then verified for the explicit roots. For the product, the two square roots are merged into one, and $R^2=w_0^4+h^2$ finishes the computation. The factorisation follows from $q^2=w_0^2-ih$ by `linear_combination`.

`stiffness_eq_zero_iff` locates the zero in the upper half plane. A vanishing product means that one factor vanishes. If it is $q-z$, then $z=q$. The other factor, $q+z$, is a sum of two numbers with positive imaginary part and cannot be zero.

`no_continuous_extension` expresses the limit argument with the filter `𝓝[≠] (upperPole w0 h)`, which describes approach to $q$ without reaching it. The step `h1` says that $F\cdot D$ tends to $F(q)D(q)$, and `h2` says that the product equals $1$ near $q$ away from $q$ itself. Limits are unique, so $F(q)D(q)=1$. Since $D(q)=0$, this becomes $0=1$.

`absorbing_but_not_causal` assembles these results. For the lower half plane it uses `heven`, the evenness of the stiffness: a zero $z$ below the axis gives a zero $-z$ above it, which must be $q$.

`kernel_fourier` first replaces the explicit formula for $q$ by an arbitrary complex number with positive imaginary part, because the integrals need nothing more. The steps `eL` and `eR` remove the absolute value on each half-line and combine the exponentials. The steps `iL` and `iR` give integrability on the two halves, and their union gives it on the whole line. For the value, Mathlib's half-line exponential integrals are inserted, `e1` and `e2` rewrite them as $i/(q-w)$ and $i/(q+w)$, and `field_simp` with `ring` adds the fractions. The facts `q0`, `n1`, `n2` and `n3` ensure that no denominator vanishes.

`kernel_before_kick` gets the symmetry from $|-t|=|t|$. The kernel is nonzero because $q\neq0$ makes the prefactor nonzero and an exponential never vanishes.
